# Charge conjugation turns a solution of the Dirac equation for charge q into one for charge −q in the same real potential

To get a positron's wave function in a static external potential from a negative-energy solution already computed for the electron, one takes the complex conjugate of the four-component spinor, written in the Dirac representation, and multiplies it by iγ², without solving the Dirac equation again. The theorem `SolvesDirac.conj` justifies this step for every differentiable solution in a real classical background potential.

```lean
import Mathlib

open Matrix Complex

namespace DiracChargeConjugation

noncomputable section

/-- The matrices `γ^μ` in the Dirac representation. -/
def gamma : Fin 4 → Matrix (Fin 4) (Fin 4) ℂ :=
  ![!![1, 0, 0, 0; 0, 1, 0, 0; 0, 0, -1, 0; 0, 0, 0, -1],
    !![0, 0, 0, 1; 0, 0, 1, 0; 0, -1, 0, 0; -1, 0, 0, 0],
    !![0, 0, 0, -I; 0, 0, I, 0; 0, I, 0, 0; -I, 0, 0, 0],
    !![0, 0, 1, 0; 0, 0, 0, -1; -1, 0, 0, 0; 0, 1, 0, 0]]

/-- Charge conjugation of a spinor, `u ↦ i γ² u*`, as a real-linear map. -/
def chargeConj : (Fin 4 → ℂ) →ₗ[ℝ] (Fin 4 → ℂ) where
  toFun u := (I • gamma 2) *ᵥ star u
  map_add' u v := by rw [star_add, Matrix.mulVec_add]
  map_smul' r u := by simp [star_smul, Matrix.mulVec_smul]

/-- The covariant derivative `(∂_μ + i q A_μ) ψ` at the spacetime point `x`. -/
def covD (q : ℝ) (A : Fin 4 → (Fin 4 → ℝ) → ℝ) (ψ : (Fin 4 → ℝ) → (Fin 4 → ℂ))
    (μ : Fin 4) (x : Fin 4 → ℝ) : Fin 4 → ℂ :=
  fderiv ℝ ψ x (Pi.single μ 1) + (I * (q : ℂ) * (A μ x : ℂ)) • ψ x

/-- The Dirac operator `i γ^μ (∂_μ + i q A_μ)` acting on `ψ`. -/
def diracOp (q : ℝ) (A : Fin 4 → (Fin 4 → ℝ) → ℝ) (ψ : (Fin 4 → ℝ) → (Fin 4 → ℂ))
    (x : Fin 4 → ℝ) : Fin 4 → ℂ :=
  ∑ μ, (I • gamma μ) *ᵥ covD q A ψ μ x

/-- `ψ` is a differentiable solution of the Dirac equation for charge `q` and mass `m`
in the background potential `A`. -/
def SolvesDirac (q m : ℝ) (A : Fin 4 → (Fin 4 → ℝ) → ℝ)
    (ψ : (Fin 4 → ℝ) → (Fin 4 → ℂ)) : Prop :=
  Differentiable ℝ ψ ∧ ∀ x, diracOp q A ψ x = (m : ℂ) • ψ x

/-- The contraction `γ^μ a_μ` of the Dirac matrices with a real four-vector. -/
def slash (a : Fin 4 → ℝ) : Matrix (Fin 4) (Fin 4) ℂ := ∑ μ, (a μ : ℂ) • gamma μ

/-- The components of the charge-conjugate spinor. -/
theorem chargeConj_apply (u : Fin 4 → ℂ) :
    chargeConj u = ![starRingEnd ℂ (u 3), -starRingEnd ℂ (u 2),
      -starRingEnd ℂ (u 1), starRingEnd ℂ (u 0)] := by
  change (I • gamma 2) *ᵥ star u = _
  ext i
  fin_cases i <;> simp [gamma, Matrix.mulVec, dotProduct, Fin.sum_univ_four]

/-- Conjugating a spinor twice gives it back. -/
theorem chargeConj_chargeConj (u : Fin 4 → ℂ) : chargeConj (chargeConj u) = u := by
  rw [chargeConj_apply, chargeConj_apply]
  ext i
  fin_cases i <;> simp

/-- A complex factor comes out of charge conjugation as its complex conjugate. -/
theorem chargeConj_smul (c : ℂ) (u : Fin 4 → ℂ) :
    chargeConj (c • u) = starRingEnd ℂ c • chargeConj u := by
  rw [chargeConj_apply, chargeConj_apply]
  ext i
  fin_cases i <;> simp

/-- Charge conjugation commutes with each matrix `i γ^μ`. -/
theorem chargeConj_gamma (μ : Fin 4) (u : Fin 4 → ℂ) :
    chargeConj ((I • gamma μ) *ᵥ u) = (I • gamma μ) *ᵥ chargeConj u := by
  rw [chargeConj_apply, chargeConj_apply]
  ext i
  fin_cases μ <;> fin_cases i <;>
    simp [gamma, Matrix.mulVec, dotProduct, Fin.sum_univ_four]

/-- Where `ψ` is differentiable, so is its conjugate, and the covariant derivative of the
conjugate for charge `-q` is the conjugate of that of `ψ` for charge `q`. -/
theorem covD_chargeConj (q : ℝ) (A : Fin 4 → (Fin 4 → ℝ) → ℝ)
    {ψ : (Fin 4 → ℝ) → (Fin 4 → ℂ)} {x : Fin 4 → ℝ} (h : DifferentiableAt ℝ ψ x) :
    DifferentiableAt ℝ (fun y => chargeConj (ψ y)) x ∧
      ∀ μ, covD (-q) A (fun y => chargeConj (ψ y)) μ x = chargeConj (covD q A ψ μ x) := by
  -- conjugation is real-linear, so it passes through the derivative
  have hd : HasFDerivAt (fun y => chargeConj (ψ y))
      ((LinearMap.toContinuousLinearMap chargeConj).comp (fderiv ℝ ψ x)) x :=
    (LinearMap.toContinuousLinearMap chargeConj).hasFDerivAt.comp x h.hasFDerivAt
  refine ⟨hd.differentiableAt, fun μ => ?_⟩
  -- the factor `i` in front of the potential changes sign
  have hc : starRingEnd ℂ (I * (q : ℂ) * (A μ x : ℂ))
      = I * ((-q : ℝ) : ℂ) * (A μ x : ℂ) := by
    simp only [map_mul, Complex.conj_I, Complex.conj_ofReal, Complex.ofReal_neg]
    ring
  unfold covD
  rw [hd.fderiv, map_add, chargeConj_smul, hc]
  rfl

/-- If `ψ` solves the Dirac equation with charge `q` in a background field, then `i γ² ψ*`
solves it with charge `-q`, the same mass and the same field. -/
theorem SolvesDirac.conj {q m : ℝ} {A : Fin 4 → (Fin 4 → ℝ) → ℝ}
    {ψ : (Fin 4 → ℝ) → (Fin 4 → ℂ)} (h : SolvesDirac q m A ψ) :
    SolvesDirac (-q) m A (fun x => chargeConj (ψ x)) := by
  refine ⟨fun x => (covD_chargeConj q A (h.1 x)).1, fun x => ?_⟩
  -- the whole Dirac operator is intertwined by conjugation
  have key : diracOp (-q) A (fun y => chargeConj (ψ y)) x
      = chargeConj (diracOp q A ψ x) := by
    unfold diracOp
    rw [map_sum]
    refine Finset.sum_congr rfl fun μ _ => ?_
    rw [(covD_chargeConj q A (h.1 x)).2 μ, chargeConj_gamma]
  rw [key, h.2 x, chargeConj_smul, Complex.conj_ofReal]

/-- A field solves the Dirac equation with charge `q` exactly when its charge conjugate
solves it with charge `-q`. -/
theorem solvesDirac_conj_iff (q m : ℝ) (A : Fin 4 → (Fin 4 → ℝ) → ℝ)
    (ψ : (Fin 4 → ℝ) → (Fin 4 → ℂ)) :
    SolvesDirac (-q) m A (fun x => chargeConj (ψ x)) ↔ SolvesDirac q m A ψ := by
  refine ⟨fun h => ?_, fun h => h.conj⟩
  simpa only [neg_neg, chargeConj_chargeConj] using h.conj

/-- The c-number current `u† γ⁰ γ^μ u` is the same for a spinor and its conjugate. -/
theorem current_chargeConj (μ : Fin 4) (u : Fin 4 → ℂ) :
    star (chargeConj u) ⬝ᵥ (gamma 0 *ᵥ (gamma μ *ᵥ chargeConj u))
      = star u ⬝ᵥ (gamma 0 *ᵥ (gamma μ *ᵥ u)) := by
  rw [chargeConj_apply]
  fin_cases μ <;> simp [gamma, Matrix.mulVec, dotProduct, Fin.sum_univ_four] <;> ring

/-- The Dirac operator is its free part minus `q` times the contracted potential. -/
theorem diracOp_eq (q : ℝ) (A : Fin 4 → (Fin 4 → ℝ) → ℝ)
    (ψ : (Fin 4 → ℝ) → (Fin 4 → ℂ)) (x : Fin 4 → ℝ) :
    diracOp q A ψ x = ∑ μ, (I • gamma μ) *ᵥ fderiv ℝ ψ x (Pi.single μ 1)
      - (q : ℂ) • (slash (fun μ => A μ x) *ᵥ ψ x) := by
  ext i
  simp only [diracOp, covD, slash, Fin.sum_univ_four, Matrix.add_mulVec, Matrix.smul_mulVec,
    Matrix.mulVec_add, Matrix.mulVec_smul, Pi.add_apply, Pi.sub_apply, Pi.smul_apply,
    smul_eq_mul]
  linear_combination ((q : ℂ) * (A 0 x * (gamma 0 *ᵥ ψ x) i + A 1 x * (gamma 1 *ᵥ ψ x) i
    + A 2 x * (gamma 2 *ᵥ ψ x) i + A 3 x * (gamma 3 *ᵥ ψ x) i)) * Complex.I_sq

/-- The contraction `γ^μ a_μ` squares to the Minkowski square of `a`. -/
theorem slash_mul_slash (a : Fin 4 → ℝ) :
    slash a * slash a = ((a 0 ^ 2 - a 1 ^ 2 - a 2 ^ 2 - a 3 ^ 2 : ℝ) : ℂ) • 1 := by
  ext i j
  fin_cases i <;> fin_cases j <;>
    simp [slash, gamma, Matrix.mul_apply, Fin.sum_univ_four] <;>
    first | ring1 | linear_combination (a 2 : ℂ) ^ 2 * Complex.I_sq

/-- A self-conjugate solution with non-zero charge vanishes at every point where the
Minkowski square of the potential is non-zero. -/
theorem selfConjugate_eq_zero {q m : ℝ} {A : Fin 4 → (Fin 4 → ℝ) → ℝ}
    {ψ : (Fin 4 → ℝ) → (Fin 4 → ℂ)} (h : SolvesDirac q m A ψ)
    (hself : ∀ y, chargeConj (ψ y) = ψ y) (hq : q ≠ 0) {x : Fin 4 → ℝ}
    (hA : A 0 x ^ 2 - A 1 x ^ 2 - A 2 x ^ 2 - A 3 x ^ 2 ≠ 0) : ψ x = 0 := by
  have h' : SolvesDirac (-q) m A ψ := by simpa only [hself] using h.conj
  have h1 := h.2 x
  have h2 := h'.2 x
  rw [diracOp_eq] at h1 h2
  -- the equations for `q` and `-q` differ only in the potential term
  have h3 : (q : ℂ) • (slash (fun μ => A μ x) *ᵥ ψ x) = 0 := by
    ext i
    have h4 := congrFun (h1.trans h2.symm) i
    simp only [Pi.sub_apply, Pi.smul_apply, smul_eq_mul, Complex.ofReal_neg] at h4
    simp only [Pi.smul_apply, smul_eq_mul, Pi.zero_apply]
    linear_combination (-(1 / 2) : ℂ) * h4
  have h5 := (smul_eq_zero.mp h3).resolve_left (Complex.ofReal_ne_zero.mpr hq)
  -- apply the contracted potential once more
  have h6 : (slash (fun μ => A μ x) * slash (fun μ => A μ x)) *ᵥ ψ x = 0 := by
    rw [← Matrix.mulVec_mulVec, h5, Matrix.mulVec_zero]
  rw [slash_mul_slash, Matrix.smul_mulVec, Matrix.one_mulVec] at h6
  exact (smul_eq_zero.mp h6).resolve_left (Complex.ofReal_ne_zero.mpr hA)

/-- In a constant scalar potential `V`, the spinor `(1,0,0,0)` with time factor
`exp(-i (m + q V) t)` solves the Dirac equation. -/
theorem solvesDirac_witness (q m V : ℝ) :
    SolvesDirac q m (fun μ _ => (![V, 0, 0, 0] : Fin 4 → ℝ) μ)
      (fun x => Complex.exp (-(I * (m + q * V)) * (x 0 : ℂ)) •
        (![1, 0, 0, 0] : Fin 4 → ℂ)) := by
  let L : (Fin 4 → ℝ) →L[ℝ] ℂ :=
    Complex.ofRealCLM.comp (ContinuousLinearMap.proj (R := ℝ) (φ := fun _ : Fin 4 => ℝ) 0)
  have hL (x : Fin 4 → ℝ) : HasFDerivAt (fun y : Fin 4 → ℝ => (y 0 : ℂ)) L x :=
    L.hasFDerivAt
  have h (x : Fin 4 → ℝ) := ((hL x).const_mul (-(I * ((m : ℂ) + q * V)))).cexp.smul_const
    (![1, 0, 0, 0] : Fin 4 → ℂ)
  refine ⟨fun x => (h x).differentiableAt, fun x => ?_⟩
  simp only [diracOp, covD, (h x).fderiv]
  generalize Complex.exp (-(I * ((m : ℂ) + q * V)) * (x 0 : ℂ)) = E
  ext i
  fin_cases i <;>
    simp [L, gamma, Matrix.mulVec, dotProduct, Fin.sum_univ_four, Pi.single_apply]
  linear_combination (-(m : ℂ) * E) * Complex.I_sq

end

end DiracChargeConjugation
```

```lean
#print axioms DiracChargeConjugation.solvesDirac_conj_iff
#print axioms DiracChargeConjugation.current_chargeConj
#print axioms DiracChargeConjugation.selfConjugate_eq_zero
```

```
'DiracChargeConjugation.solvesDirac_conj_iff' depends on axioms: [propext, Classical.choice, Quot.sound]
'DiracChargeConjugation.current_chargeConj' depends on axioms: [propext, Classical.choice, Quot.sound]
'DiracChargeConjugation.selfConjugate_eq_zero' depends on axioms: [propext, Classical.choice, Quot.sound]
```

## The equation and its conjugate

Units are such that ħ = c = 1. A spacetime point x has four real coordinates x⁰, x¹, x², x³, with x⁰ the time t, and the code stores it as a function `Fin 4 → ℝ`. A spinor u has four complex components u₀, u₁, u₂, u₃ and is a function `Fin 4 → ℂ`. The field ψ assigns a spinor to each point. The four real functions A_μ are the potential with its index down, q is the charge and m is the mass.

The Dirac matrices γ^μ are written out in `gamma`, in the Dirac representation; the 2 in γ² is an index and not a power. With ∂_μ the derivative along the μ-th coordinate, the covariant derivative `covD` is

    D_μ(q) ψ = ∂_μψ + i q A_μ ψ.

This fixes the sign convention for the charge. The operator `diracOp` is the sum over μ of iγ^μ D_μ(q), and `SolvesDirac q m A ψ` says that ψ is differentiable everywhere and that at every point

    Σ_μ iγ^μ (∂_μ + i q A_μ) ψ = m ψ.

Differentiability is part of the definition because Lean's `fderiv` returns zero where no derivative exists, and a non-differentiable function could otherwise satisfy the equation by accident.

Charge conjugation, `chargeConj`, is the map

    C u = iγ² u*,

where the star denotes the complex conjugate of each component. The main theorem says that if ψ solves the equation with charge q, then Cψ solves it with charge −q, the same m and the same A. The equivalence `solvesDirac_conj_iff` adds the converse.

## What this means for particles in external fields

The potential is held fixed while the charge changes sign. Since q and A enter the equation only through the product qA, the same calculation can be read as keeping the charge and reversing the potential.

For a static potential, a solution with time factor exp(−iEt) and real energy E is sent to one with time factor exp(+iEt), hence with energy −E. In one-particle relativistic electronic structure with a prescribed potential, the negative-energy solutions for the electron thus correspond to positive-energy solutions for the positron.

The mass m may be zero or negative, and no continuity of the potential is assumed. The spinor field, however, must be differentiable on all of spacetime. A wave function that is singular at a point nucleus therefore does not satisfy `SolvesDirac`, and neither does one with a kink at a potential step, where the jump of the potential makes the derivative of ψ jump. The field ψ is an ordinary function: there are no field operators, and the potential does not respond to the particle.

## Why conjugation reverses the charge

Multiplying out iγ² gives the components

    C u = (u₃*, −u₂*, −u₁*, u₀*),

which is `chargeConj_apply`. Three properties of C carry the argument.

First, applying C twice restores u. The first component of C(Cu), for instance, is the conjugate of the last component of Cu, which is u₀; the two minus signs cancel in the middle components. This is `chargeConj_chargeConj`.

Second, C is antilinear: C(cu) = c* Cu for every complex number c, as stated in `chargeConj_smul`. For real c it is linear.

Third, C commutes with each iγ^μ. The matrices γ⁰, γ¹ and γ³ are real and anticommute with γ². For these three,

    C(iγ^μ u) = iγ² (−iγ^μ) u* = iγ^μ (iγ² u*) = iγ^μ Cu.

For μ = 2 the matrix iγ² is itself real, so conjugation leaves it alone, and it commutes with itself. The lemma `chargeConj_gamma` checks the same identity component by component, with `fin_cases` running through all values of μ and of the spinor index.

Now let C act on the covariant derivative. Because C is a fixed real-linear map, it passes through ∂_μ, and because it is antilinear, it conjugates the factor in front of the potential:

    C(D_μ(q) ψ) = ∂_μ(Cψ) + (i q A_μ)* Cψ
                = ∂_μ(Cψ) − i q A_μ Cψ
                = D_μ(−q) (Cψ).

The charge changes sign here, and the step uses that q and A_μ are real. In `covD_chargeConj`, the fact `hd` is the chain rule for C after ψ, and `hc` is the conjugation of the factor i q A_μ. The lemma needs differentiability only at the point considered.

Multiplying by iγ^μ, moving it through C and summing gives

    Σ_μ iγ^μ D_μ(−q) (Cψ) = C(Σ_μ iγ^μ D_μ(q) ψ) = C(mψ) = m Cψ.

The first equality is `key` in the proof of `SolvesDirac.conj`; the last uses that m is real. For the converse, the theorem is applied to Cψ with charge −q. This returns C(Cψ) = ψ with charge q.

## The current keeps its sign

The theorem `current_chargeConj` concerns the four numbers

    j^μ(u) = u† γ⁰γ^μ u,

where u† is the conjugate row vector, and states that j^μ(Cu) = j^μ(u). For μ = 0 this is the density u†u, so conjugation also preserves normalisation.

To see it by hand, write M = iγ² and α^μ = γ⁰γ^μ. The matrix M is real and symmetric, and its square is 1. The anticommutation rules give M α^μ M = (α^μ)*, where the star conjugates each entry. With uᵀ for the row of components without conjugation,

    j^μ(Cu) = uᵀ M α^μ M u* = uᵀ (α^μ)* u* = (u† α^μ u)*.

Each α^μ is Hermitian, so the last expression is real and equals j^μ(u). Lean expands both sides in components and compares them with `ring`. The charge current q j^μ therefore reverses when q is replaced by −q.

## A charged solution equal to its own conjugate

For a real four-vector a, let S(a) = Σ_μ a_μ γ^μ, which the code calls `slash`. Since i · i = −1, the potential part of the Dirac operator is −q S(A), as `diracOp_eq` records:

    Σ_μ iγ^μ D_μ(q) ψ = Σ_μ iγ^μ ∂_μψ − q S(A) ψ.

Suppose that ψ solves the equation and that Cψ = ψ everywhere, which is the Majorana condition. By the main theorem, ψ then solves the equation for both q and −q. Subtracting the two equations removes the derivatives and the mass and leaves

    2 q S(A) ψ = 0.

If q ≠ 0, then S(A)ψ = 0. The lemma `slash_mul_slash` gives

    S(a)² = (a₀² − a₁² − a₂² − a₃²) · 1,

so applying S(A) once more yields

    (A₀² − A₁² − A₂² − A₃²) ψ = 0.

Hence ψ vanishes at every point where the bracket is non-zero, which is `selfConjugate_eq_zero`. In its proof, `h3` is the subtraction and `h6` the second application of S(A). The theorem says nothing about points where the potential is zero or lightlike.

## A solution at rest, and a complex potential

The theorem `solvesDirac_witness` supplies a non-zero solution for every real q, m and V. In the constant potential A = (V, 0, 0, 0) it is

    ψ = exp(−i(m + qV)t) (1, 0, 0, 0).

The time derivative contributes −i(m + qV) and the potential contributes iqV. Their sum is −im, and iγ⁰ turns this into m, because γ⁰ acts as 1 on the first component. The Lean proof differentiates the exponential with the chain rule and then checks the four components. The conjugate solution, for charge −q, is

    Cψ = exp(+i(m + qV)t) (0, 0, 0, 1).

The same example shows what goes wrong if the potential is allowed to be complex, as in models that describe absorption (qV with negative imaginary part) or gain (positive imaginary part). Take the case of gain with q = 1, m = 0 and V = i. Then ψ = exp(t) (1, 0, 0, 0) solves the equation, because

    iγ⁰(∂₀ + i·i) ψ = iγ⁰(1 − 1) ψ = 0.

Its conjugate is Cψ = exp(t) (0, 0, 0, 1), on which γ⁰ acts as −1. For charge −1 in the same potential,

    iγ⁰(∂₀ − i·i) Cψ = iγ⁰(1 + 1) Cψ = −2i Cψ,

which is not zero. Conjugation has also replaced V by V*, so Cψ solves the equation for the conjugate potential and not for the original one. In the file this case is excluded by the type of `A`, whose values are real numbers.
